# Bracketing the minimum Hartree energy with one frozen-potential minimiser, for a positive semidefinite interaction

Take electrons on finitely many sites, with a real positive semidefinite interaction matrix $v$. Fix an input density $m$ and let $R_1$ minimise the energy in the frozen potential $vm$. Then the Hartree energy $E$ has a minimum $E_0$, and

$$F_m(R_1)\;\le\;E_0\;\le\;E(R_1).$$

Both minima are taken over the one-particle density matrices $R$ with $0\le R\le1$ and trace $N$, the fixed number of electrons. Here $\rho$ is the diagonal of $R$, $h$ is the one-electron Hamiltonian, and

$$E(R)=\mathrm{Re}\,\mathrm{tr}(hR)+\tfrac12\langle\rho,v\rho\rangle,\qquad F_m(R)=\mathrm{Re}\,\mathrm{tr}\big((h+\mathrm{diag}(vm))R\big)-\tfrac12\langle m,vm\rangle .$$

In a Schrödinger–Poisson iteration for this finite, zero-temperature Hartree model, each exactly solved frozen-potential step therefore gives an error bar on the energy.

## Sites, states and energies

In Lean 4 with Mathlib:

```lean
import Mathlib

open Matrix
open scoped ComplexOrder

namespace SchroedingerPoissonBracket

noncomputable section

variable {n : Type*} [Fintype n] [DecidableEq n]
```

The letter `n` names the finite set of sites, with one orbital per site; for electrons with spin, it is the set of site–spin pairs. The comments in the code also use $n$ for the density, which is written $\rho$ in the text.

```lean
/-- One-particle density matrices `0 ≤ R ≤ 1` with trace `N`. -/
def states (N : ℝ) : Set (Matrix n n ℂ) :=
  {R | R.PosSemidef ∧ (1 - R).PosSemidef ∧ R.trace = (N : ℂ)}
```

`states N` is the set of complex matrices with $0\le R\le 1$ and $\mathrm{tr}\,R=N$. `PosSemidef` includes being Hermitian. The upper bound is the Pauli principle: no orbital holds more than one electron. Fractional occupations are allowed, and $N$ may be any real number; if it is negative or exceeds the number of sites, the set is empty.

```lean
omit [Fintype n] [DecidableEq n] in
/-- The site density: the real part of the diagonal of `R`. -/
def density (R : Matrix n n ℂ) : n → ℝ := fun i => (R i i).re
```

The density is $\rho_i=\mathrm{Re}\,R_{ii}$, a real vector indexed by sites.

```lean
/-- The Hartree energy `Re tr(hR) + ⟨n, v n⟩/2`, with `n` the density of `R`. -/
def hartree (h : Matrix n n ℂ) (v : Matrix n n ℝ) (R : Matrix n n ℂ) : ℝ :=
  (h * R).trace.re + (density R ⬝ᵥ v *ᵥ density R) / 2
```

This is $E(R)$. The symbol `*ᵥ` applies a matrix to a vector and `⬝ᵥ` is the dot product. The matrix $h$ holds the kinetic energy and all fixed potentials, such as those of dopants and gates. The matrix $v$ plays the part of the inverse of a discretised Poisson operator. Its positive semidefiniteness, assumed in the theorems below, says that no charge distribution has negative electrostatic energy. There is no exchange, correlation or entropy term.

```lean
/-- The energy in the potential `v m` of a fixed input density `m`,
`Re tr((h + diag(v m))R) - ⟨m, v m⟩/2`. -/
def frozen (h : Matrix n n ℂ) (v : Matrix n n ℝ) (m : n → ℝ) (R : Matrix n n ℂ) : ℝ :=
  ((h + diagonal fun i => (((v *ᵥ m) i : ℝ) : ℂ)) * R).trace.re - (m ⬝ᵥ v *ᵥ m) / 2
```

This is $F_m(R)$. The subtracted term corrects the double counting of the interaction. The input $m$ can be any real vector, whether or not it is the density of a state.

```lean
omit [DecidableEq n] in
/-- For Hermitian `h` and `R` the energy `tr(hR)` is real. -/
theorem trace_mul_im_eq_zero {h R : Matrix n n ℂ} (hh : h.IsHermitian)
    (hR : R.IsHermitian) : (h * R).trace.im = 0 := by
  apply Complex.conj_eq_iff_im.1
  change star _ = _
  rw [← Matrix.trace_conjTranspose, Matrix.conjTranspose_mul, hh.eq, hR.eq,
    Matrix.trace_mul_comm]
```

Both energies use the real part of a trace. For Hermitian $h$ and $R$ nothing is lost, since

$$\overline{\mathrm{tr}(hR)}=\mathrm{tr}\big((hR)^\dagger\big)=\mathrm{tr}(Rh)=\mathrm{tr}(hR).$$

The `rw` line carries out these rewritings in turn. The later theorems do not assume that $h$ is Hermitian; the physical case is the one where it is.

## The error is an electrostatic energy

```lean
/-- For symmetric `v`, the Hartree energy minus the frozen-potential energy is
`⟨n - m, v (n - m)⟩/2`, with `n` the density of `R`. -/
theorem hartree_sub_frozen (h : Matrix n n ℂ) {v : Matrix n n ℝ} (hv : v.IsSymm)
    (m : n → ℝ) (R : Matrix n n ℂ) :
    hartree h v R - frozen h v m R
      = ((density R - m) ⬝ᵥ v *ᵥ (density R - m)) / 2 := by
  have key : ∀ w : n → ℝ, ((h + diagonal fun i => ((w i : ℝ) : ℂ)) * R).trace.re
      = (h * R).trace.re + w ⬝ᵥ density R := by
    intro w
    rw [Matrix.add_mul, Matrix.trace_add, Complex.add_re]
    simp [Matrix.trace, Matrix.diagonal_mul, dotProduct, density]
  -- symmetry of the interaction makes the two cross terms equal
  have s : m ⬝ᵥ v *ᵥ density R = density R ⬝ᵥ v *ᵥ m := by
    rw [Matrix.dotProduct_mulVec, ← Matrix.mulVec_transpose, hv.eq, dotProduct_comm]
  have c := dotProduct_comm (v *ᵥ m) (density R)
  unfold hartree frozen
  rw [key]
  simp only [Matrix.mulVec_sub, sub_dotProduct, dotProduct_sub]
  linear_combination -c + s / 2
```

By hand, the diagonal potential contributes $\langle vm,\rho\rangle$ to the trace, which is `key` in the code. Hence

$$E(R)-F_m(R)=\tfrac12\langle\rho,v\rho\rangle-\langle vm,\rho\rangle+\tfrac12\langle m,vm\rangle=\tfrac12\langle\rho-m,\,v(\rho-m)\rangle .$$

The last step needs $\langle m,v\rho\rangle=\langle\rho,vm\rangle$, the symmetry of $v$, recorded as `s`. The closing `linear_combination` checks the remaining algebra.

```lean
/-- For positive semidefinite `v`, the frozen-potential energy of any matrix `R` is at most its
Hartree energy. -/
theorem frozen_le_hartree (h : Matrix n n ℂ) {v : Matrix n n ℝ} (hv : v.PosSemidef)
    (m : n → ℝ) (R : Matrix n n ℂ) : frozen h v m R ≤ hartree h v R := by
  have hs : v.IsSymm := by
    have := hv.isHermitian.eq
    rw [conjTranspose_eq_transpose_of_trivial] at this
    exact this
  have e := hartree_sub_frozen h hs m R
  have p : 0 ≤ (density R - m) ⬝ᵥ v *ᵥ (density R - m) := by
    have := hv.dotProduct_mulVec_nonneg (density R - m)
    rwa [star_trivial] at this
  linarith
```

If $v$ is positive semidefinite, the right-hand side is nonnegative, so $F_m(R)\le E(R)$ for every matrix $R$. In the code, `hs` extracts the symmetry of $v$, `p` is the nonnegativity, and `linarith` combines them with the identity.

## The minimum exists

```lean
/-- The density matrices with `0 ≤ R ≤ 1` and trace `N` form a compact set. -/
theorem isCompact_states (N : ℝ) : IsCompact (states N : Set (Matrix n n ℂ)) := by
  have hP : IsClosed {R : Matrix n n ℂ | R.PosSemidef} := by
    simp only [Matrix.posSemidef_iff_dotProduct_mulVec, Set.ofPred_and, Set.ofPred_forall]
    refine (isClosed_eq continuous_id.matrix_conjTranspose continuous_id).inter
      (isClosed_iInter fun x => isClosed_le continuous_const ?_)
    exact continuous_finsetSum _ fun i _ => continuous_const.mul
      (continuous_finsetSum _ fun j _ => (continuous_id.matrix_elem i j).mul continuous_const)
  have hC : IsClosed (states N : Set (Matrix n n ℂ)) :=
    hP.inter ((hP.preimage (continuous_const.sub continuous_id)).inter
      (isClosed_eq continuous_id.matrix_trace continuous_const))
  have hK : IsCompact (X := Matrix n n ℂ)
      (Set.univ.pi fun _ => Set.univ.pi fun _ => Metric.closedBall (0 : ℂ) 1) :=
    isCompact_univ_pi fun _ => isCompact_univ_pi fun _ => isCompact_closedBall _ _
  refine hK.of_isClosed_subset hC ?_
  intro R hR i _ j _
  -- R - R² is positive semidefinite, so each row of R has norm at most one
  have e : R - R * R = R * (1 - R) * Rᴴ + (1 - R) * R * (1 - R)ᴴ := by
    rw [hR.1.isHermitian.eq, hR.2.1.isHermitian.eq]
    noncomm_ring
  have p : (R - R * R).PosSemidef := by
    rw [e]
    exact (hR.2.1.mul_mul_conjTranspose_same R).add (hR.1.mul_mul_conjTranspose_same (1 - R))
  have a := (Complex.le_def.1 (p.diag_nonneg (i := i))).1
  have b := (Complex.le_def.1 (hR.2.1.diag_nonneg (i := i))).1
  have s : ((R * R) i i).re = ∑ k, ‖R i k‖ ^ 2 := by
    rw [Matrix.mul_apply, Complex.re_sum]
    refine Finset.sum_congr rfl fun k _ => ?_
    rw [← hR.1.isHermitian.apply k i]
    simp [Complex.sq_norm, Complex.normSq_apply]
  have l := Finset.single_le_sum (f := fun k => ‖R i k‖ ^ 2)
    (fun k _ => sq_nonneg _) (Finset.mem_univ j)
  simp only [Matrix.sub_apply, Matrix.one_apply_eq, Complex.sub_re, Complex.zero_re,
    Complex.one_re] at a b l
  rw [mem_closedBall_zero_iff]
  nlinarith [norm_nonneg (R i j)]
```

A continuous function on a nonempty compact set attains its minimum, so the states should form a closed and bounded set. They are closed because they are defined by equations and non-strict inequalities between continuous functions of $R$; these are `hP` and `hC`.

For boundedness, expand

$$R-R^2=R(1-R)R+(1-R)R(1-R).$$

Both terms on the right are positive semidefinite, so the diagonal entries of $R-R^2$ are nonnegative. Since $R$ is Hermitian, $(R^2)_{ii}=\sum_k|R_{ik}|^2$, and therefore

$$|R_{ij}|^2\le\sum_k|R_{ik}|^2\le R_{ii}\le 1 .$$

The code names the identity `e`, the two diagonal inequalities `a` and `b`, the row sum `s`, and the step from one entry to the sum `l`. Every entry thus lies in the closed unit disc, and the product `hK` of these discs is compact.

## The bracket

```lean
/-- Let `v` be positive semidefinite and let `R1` minimise the frozen-potential energy of the
input density `m` over the states. Then the Hartree energy has a minimum `E0` over the states, and
it lies between the frozen-potential minimum and the Hartree energy of `R1`. -/
theorem hartree_min_bracket (h : Matrix n n ℂ) {v : Matrix n n ℝ} (hv : v.PosSemidef)
    (m : n → ℝ) {N : ℝ} {R1 : Matrix n n ℂ} (hR1 : R1 ∈ states N)
    (hmin : IsMinOn (frozen h v m) (states N) R1) :
    ∃ E0, IsLeast (hartree h v '' states N) E0 ∧
      frozen h v m R1 ≤ E0 ∧ E0 ≤ hartree h v R1 := by
  have hd : ∀ i : n, Continuous fun R : Matrix n n ℂ => density R i := fun i =>
    Complex.continuous_re.comp (continuous_id.matrix_elem i i)
  have hc : Continuous (hartree h v) := by
    refine Continuous.add
      (Complex.continuous_re.comp (continuous_const.matrix_mul continuous_id).matrix_trace)
      (Continuous.div_const ?_ 2)
    exact continuous_finsetSum _ fun i _ => (hd i).mul
      (continuous_finsetSum _ fun j _ => continuous_const.mul (hd j))
  obtain ⟨R0, hR0, h0⟩ := (isCompact_states N).exists_isMinOn ⟨R1, hR1⟩ hc.continuousOn
  rw [isMinOn_iff] at h0 hmin
  refine ⟨hartree h v R0, ⟨⟨R0, hR0, rfl⟩, ?_⟩, ?_, h0 R1 hR1⟩
  · rintro _ ⟨R, hR, rfl⟩
    exact h0 R hR
  · exact (hmin R0 hR0).trans (frozen_le_hartree h hv m R0)
```

The hypotheses say that $R_1$ is a state (`hR1`) and that it minimises $F_m$ over the states (`hmin`). The conclusion reads: there is a number $E_0$ which is the least element of the set of Hartree energies of states, and it satisfies both bounds. The notation `hartree h v '' states N` denotes that set of energies.

For the proof, `hc` shows that $E$ is continuous, and compactness supplies a minimiser $R_0$. Then

$$F_m(R_1)\le F_m(R_0)\le E(R_0)=E_0\le E(R_1).$$

The first inequality is the minimality of $R_1$, the second is the previous theorem, and the last is the minimality of $R_0$. By the identity for $E-F_m$, the width of the bracket is $\tfrac12\langle\rho_1-m,v(\rho_1-m)\rangle$, where $\rho_1$ is the density of $R_1$: the electrostatic energy of the difference between output and input density.

**Two sites, one electron.** Take $N=1$ and

$$h=\begin{pmatrix}0&-2\\-2&0\end{pmatrix},\qquad v=\begin{pmatrix}3&0\\0&3\end{pmatrix},\qquad m=(1,0).$$

The frozen Hamiltonian $\begin{pmatrix}3&-2\\-2&0\end{pmatrix}$ has eigenvalues $-1$ and $4$. The normalised lowest eigenvector is $(1,2)/\sqrt5$, so $\rho_1=(\tfrac15,\tfrac45)$. The bounds are

$$F_m(R_1)=-1-\tfrac32=-2.5,\qquad E(R_1)=-\tfrac85+\tfrac32\cdot\tfrac{17}{25}=-0.58 .$$

With a single electron the interaction term is a spurious self-repulsion, which the Hartree energy retains. The Hartree minimum is attained by the orbital $(1,1)/\sqrt2$, with density $(\tfrac12,\tfrac12)$; this state minimises the hopping and interaction energies separately, so $E_0=-2+\tfrac34=-1.25$. It lies inside the bracket, whose width is $\tfrac32\cdot\tfrac{32}{25}=1.92$. With the input $m=(\tfrac12,\tfrac12)$ both bounds equal $-1.25$.

## Self-consistency and sharpness

```lean
/-- For positive semidefinite `v`, a state minimises the Hartree energy exactly when it
minimises the frozen-potential energy of its own density. -/
theorem isMinOn_hartree_iff (h : Matrix n n ℂ) {v : Matrix n n ℝ} (hv : v.PosSemidef)
    {N : ℝ} {R0 : Matrix n n ℂ} (hR0 : R0 ∈ states N) :
    IsMinOn (hartree h v) (states N) R0 ↔
      IsMinOn (frozen h v (density R0)) (states N) R0 := by
  have hs : v.IsSymm := by
    have := hv.isHermitian.eq
    rw [conjTranspose_eq_transpose_of_trivial] at this
    exact this
  have e0 := hartree_sub_frozen h hs (density R0) R0
  rw [sub_self, zero_dotProduct, zero_div] at e0
  rw [isMinOn_iff, isMinOn_iff]
  constructor
  · intro H R hR
    by_contra hlt
    have eR := hartree_sub_frozen h hs (density R0) R
    have pR := frozen_le_hartree h hv (density R0) R
    obtain ⟨a, ha⟩ : ∃ a, a = frozen h v (density R0) R - frozen h v (density R0) R0 :=
      ⟨_, rfl⟩
    obtain ⟨b, hb⟩ : ∃ b, b = (density R - density R0) ⬝ᵥ v *ᵥ (density R - density R0) :=
      ⟨_, rfl⟩
    rw [← hb] at eR
    have ha0 : a < 0 := by linarith [not_le.1 hlt]
    have hb0 : 0 ≤ b := by linarith
    have hba : 0 < b - a := by linarith
    -- a step along the segment from R0 to R that would lower the Hartree energy
    obtain ⟨t, ht⟩ : ∃ t, t = -a / (b - a) := ⟨_, rfl⟩
    have ht0 : 0 < t := by rw [ht]; exact div_pos (by linarith) hba
    have ht1 : t ≤ 1 := by rw [ht, div_le_one hba]; linarith
    have htm : t * (b - a) = -a := by rw [ht]; exact div_mul_cancel₀ _ hba.ne'
    have c0 : (0 : ℂ) ≤ ((1 - t : ℝ) : ℂ) := Complex.zero_le_real.2 (by linarith)
    have c1 : (0 : ℂ) ≤ (t : ℂ) := Complex.zero_le_real.2 ht0.le
    have hmem : ((1 - t : ℝ) : ℂ) • R0 + (t : ℂ) • R ∈ states N := by
      refine ⟨(hR0.1.smul c0).add (hR.1.smul c1), ?_, ?_⟩
      · have e : 1 - (((1 - t : ℝ) : ℂ) • R0 + (t : ℂ) • R)
            = ((1 - t : ℝ) : ℂ) • (1 - R0) + (t : ℂ) • (1 - R) := by
          push_cast
          module
        rw [e]
        exact (hR0.2.1.smul c0).add (hR.2.1.smul c1)
      · rw [Matrix.trace_add, Matrix.trace_smul, Matrix.trace_smul, hR0.2.2, hR.2.2,
          smul_eq_mul, smul_eq_mul]
        push_cast
        ring
    have hF : frozen h v (density R0) (((1 - t : ℝ) : ℂ) • R0 + (t : ℂ) • R)
        = frozen h v (density R0) R0 + t * a := by
      rw [ha]
      simp only [frozen, Matrix.mul_add, Matrix.mul_smul, Matrix.trace_add,
        Matrix.trace_smul, smul_eq_mul, Complex.add_re, Complex.re_ofReal_mul]
      ring
    have hD : density (((1 - t : ℝ) : ℂ) • R0 + (t : ℂ) • R) - density R0
        = t • (density R - density R0) := by
      ext i
      simp only [density, Pi.sub_apply, Pi.smul_apply, Matrix.add_apply, Matrix.smul_apply,
        smul_eq_mul, Complex.add_re, Complex.re_ofReal_mul]
      ring
    have eT := hartree_sub_frozen h hs (density R0) (((1 - t : ℝ) : ℂ) • R0 + (t : ℂ) • R)
    rw [hD, Matrix.mulVec_smul, smul_dotProduct, dotProduct_smul, smul_eq_mul, smul_eq_mul,
      ← hb, hF] at eT
    have hT := H _ hmem
    have hneg : a + t * b / 2 < 0 := by linarith [mul_neg_of_pos_of_neg ht0 ha0]
    linarith [mul_neg_of_pos_of_neg ht0 hneg]
  · intro H R hR
    linarith [H R hR, frozen_le_hartree h hv (density R0) R]
```

A state $R_0$, with density $\rho_0$, minimises the Hartree energy exactly when it minimises the energy in the potential of its own density. The second condition is Schrödinger–Poisson self-consistency for a ground state. The theorem characterises such solutions; it does not say that an iteration converges to one.

From right to left, for any state $R$,

$$E(R_0)=F_{\rho_0}(R_0)\le F_{\rho_0}(R)\le E(R).$$

From left to right, suppose some state $R$ had $a=F_{\rho_0}(R)-F_{\rho_0}(R_0)<0$. Let $\rho$ be its density and put $b=\langle\rho-\rho_0,v(\rho-\rho_0)\rangle\ge0$. The mixture $R_t=(1-t)R_0+tR$ is again a state for $0\le t\le1$ (`hmem`). The frozen energy changes linearly along it (`hF`), and so does the density (`hD`). The identity for $E-F_m$ then gives

$$E(R_t)=E(R_0)+t\left(a+\tfrac{tb}{2}\right).$$

Choose $t=-a/(b-a)$, which lies in $(0,1]$. Then $a+tb=ta$, so $a+\tfrac{tb}{2}=ta-\tfrac{tb}{2}<0$. The Hartree energy of $R_t$ would be below its minimum, a contradiction. The code introduces the contradiction with `by_contra` and records the negative bracket as `hneg`.

```lean
/-- For positive semidefinite `v`, the minimum of the Hartree energy over the states is the
greatest of the frozen-potential minima over all input densities `m`. -/
theorem hartree_min_isGreatest (h : Matrix n n ℂ) {v : Matrix n n ℝ} (hv : v.PosSemidef)
    {N E0 : ℝ} (hE : IsLeast (hartree h v '' states N) E0) :
    IsGreatest {L | ∃ m : n → ℝ, IsLeast (frozen h v m '' states N) L} E0 := by
  obtain ⟨⟨R0, hR0, rfl⟩, hlow⟩ := hE
  have hmin : IsMinOn (hartree h v) (states N) R0 :=
    isMinOn_iff.2 fun R hR => hlow ⟨R, hR, rfl⟩
  have hself := isMinOn_iff.1 ((isMinOn_hartree_iff h hv hR0).1 hmin)
  have hs : v.IsSymm := by
    have := hv.isHermitian.eq
    rw [conjTranspose_eq_transpose_of_trivial] at this
    exact this
  have e0 := hartree_sub_frozen h hs (density R0) R0
  rw [sub_self, zero_dotProduct, zero_div] at e0
  constructor
  · refine ⟨density R0, ⟨R0, hR0, by linarith⟩, ?_⟩
    rintro _ ⟨R, hR, rfl⟩
    linarith [hself R hR]
  · rintro L ⟨m, hL⟩
    exact (hL.2 ⟨R0, hR0, rfl⟩).trans (frozen_le_hartree h hv m R0)

end

end SchroedingerPoissonBracket
```

Write $L(m)$ for the minimum of $F_m$ over the states. Given that $E_0$ is the Hartree minimum, the theorem says

$$E_0=\max_m L(m),$$

with $m$ running over all real vectors. `IsGreatest` has two parts, and the proof treats them in turn. First, $E_0$ is one of the values: take $m=\rho_0$, the density of a Hartree minimiser $R_0$, and use self-consistency. Second, no value exceeds it, because $L(m)\le F_m(R_0)\le E(R_0)=E_0$. The lower bound thus becomes exact for a suitable input density.

```lean
#print axioms SchroedingerPoissonBracket.trace_mul_im_eq_zero
-- 'SchroedingerPoissonBracket.trace_mul_im_eq_zero' depends on axioms: [propext, Classical.choice, Quot.sound]
#print axioms SchroedingerPoissonBracket.hartree_min_bracket
-- 'SchroedingerPoissonBracket.hartree_min_bracket' depends on axioms: [propext, Classical.choice, Quot.sound]
#print axioms SchroedingerPoissonBracket.hartree_min_isGreatest
-- 'SchroedingerPoissonBracket.hartree_min_isGreatest' depends on axioms: [propext, Classical.choice, Quot.sound]
```
